# The diagonal element of a continuous semilocal potential on [0, R] in the s-wave sin(kr) tends to half the potential's integral as k → ∞

The theorem `semilocal_tendsto` concerns a free electron's s-wave radial function sin(kr) and a real radial potential `dV`, continuous on the finite interval [0, R] with R ≥ 0. It states that the integral of `dV` sin²(kr) over this interval tends to half the integral of `dV` as k → ∞. The wave has unit amplitude and is not normalised; if it is normalised on [0, R], with R > 0, the limit is instead the mean of `dV` over the interval. The proof writes sin²(kr) as (1 − cos(2kr))/2 and uses the preceding lemma, a form of the Riemann-Lebesgue lemma, to make the cosine integral vanish.

An attempt in Lean 4 with a fault in it:

```lean
import Mathlib

open Filter Topology

namespace SemilocalTendsto

noncomputable section

/-- The s-wave radial function `sin (k r)` of a free electron with wave number `k`. -/
def wave (k : ℝ) : ℝ → ℝ := fun r => Real.sin (k * r)

/-- The diagonal element of the semilocal potential `dV` in the radial function `u`,
the integral of `dV u²` over `[0, R]`. -/
def semilocalElement (R : ℝ) (dV u : ℝ → ℝ) : ℝ :=
  ∫ r in (0 : ℝ)..R, dV r * u r ^ 2

/-- Riemann-Lebesgue lemma on `[0, R]`: the Fourier integral of a real function `f` tends to zero at
large wave number. Integrability need not be assumed, because Lean sets the integral of a
non-integrable function to zero. -/
theorem fourier_tendsto_zero {R : ℝ} (hR : 0 ≤ R) (f : ℝ → ℝ) :
    Tendsto (fun k : ℝ => ∫ r in (0 : ℝ)..R,
      (f r : ℂ) * Complex.exp (((-(k * r) : ℝ) : ℂ) * Complex.I)) atTop (𝓝 0) := by
  have hk : Tendsto (fun k : ℝ => k / (2 * Real.pi)) atTop (cocompact ℝ) :=
    (tendsto_id.atTop_div_const (by positivity)).mono_right atTop_le_cocompact
  -- extend f by zero outside the interval and use the lemma on the whole line
  have h := (Real.tendsto_integral_exp_smul_cocompact
    ((Set.Ioc 0 R).indicator (fun r => (f r : ℂ)))).comp hk
  refine h.congr fun k => ?_
  rw [intervalIntegral.integral_of_le hR, ← MeasureTheory.integral_indicator measurableSet_Ioc]
  refine MeasureTheory.integral_congr_ae (Eventually.of_forall fun r => ?_)
  have e : 2 * Real.pi * (-(r * (k / (2 * Real.pi)))) = -(k * r) := by
    field_simp
  by_cases hr : r ∈ Set.Ioc 0 R
  · simp only [Set.indicator_of_mem hr, Circle.smul_def, Real.fourierChar_apply, smul_eq_mul]
    rw [e, mul_comm]
  · simp only [Set.indicator_of_notMem hr, smul_zero]

/-- For a continuous function on `[0, R]`, the sine and cosine integrals both vanish at
large wave number. -/
theorem sin_cos_tendsto_zero {R : ℝ} (hR : 0 ≤ R) {f : ℝ → ℝ}
    (hf : ContinuousOn f (Set.Icc 0 R)) :
    Tendsto (fun k : ℝ => ∫ r in (0 : ℝ)..R, f r * Real.sin (k * r)) atTop (𝓝 0) ∧
    Tendsto (fun k : ℝ => ∫ r in (0 : ℝ)..R, f r * Real.cos (k * r)) atTop (𝓝 0) := by
  -- a real-linear functional may be taken inside the Fourier integral
  have key : ∀ L : ℂ →L[ℝ] ℝ, Tendsto (fun k : ℝ => ∫ r in (0 : ℝ)..R,
      L ((f r : ℂ) * Complex.exp (((-(k * r) : ℝ) : ℂ) * Complex.I))) atTop (𝓝 0) := by
    intro L
    have h := (L.continuous.tendsto 0).comp (fourier_tendsto_zero hR f)
    rw [map_zero] at h
    refine h.congr fun k => ?_
    refine (L.intervalIntegral_comp_comm (ContinuousOn.intervalIntegrable_of_Icc hR ?_)).symm
    exact (Complex.continuous_ofReal.comp_continuousOn hf).mul
      (Continuous.continuousOn (by fun_prop))
  constructor
  · have h := (key Complex.imCLM).neg
    rw [neg_zero] at h
    refine h.congr fun k => ?_
    rw [← intervalIntegral.integral_neg]
    refine intervalIntegral.integral_congr fun r _ => ?_
    simp only [Complex.imCLM_apply, Complex.im_ofReal_mul, Complex.exp_ofReal_mul_I_im,
      Real.sin_neg]
    ring
  · refine (key Complex.reCLM).congr fun k => ?_
    refine intervalIntegral.integral_congr fun r _ => ?_
    simp only [Complex.reCLM_apply, Complex.re_ofReal_mul, Complex.exp_ofReal_mul_I_re,
      Real.cos_neg]

/-- For continuous `dV`, the semilocal element in `sin (k r)` tends to half the integral
of `dV` as `k` tends to infinity. -/
theorem semilocal_tendsto {R : ℝ} (hR : 0 ≤ R) {dV : ℝ → ℝ}
    (hV : ContinuousOn dV (Set.Icc 0 R)) :
    Tendsto (fun k => semilocalElement R dV (wave k)) atTop
      (𝓝 ((1 / 2) * ∫ r in (0 : ℝ)..R, dV r)) := by
  have h2 : Tendsto (fun k : ℝ => 2 * k) atTop atTop :=
    tendsto_id.const_mul_atTop (by norm_num)
  have h := (((sin_cos_tendsto_zero hR hV).2.comp h2).const_sub
    (∫ r in (0 : ℝ)..R, dV r)).const_mul (1 / 2)
  rw [sub_zero] at h
  refine h.congr fun k => ?_
  simp only [Function.comp_apply]
  -- sin² is one half minus an oscillation at twice the wave number
  rw [← intervalIntegral.integral_sub (hV.intervalIntegrable_of_Icc hR)
    ((hV.mul (Continuous.continuousOn (by fun_prop))).intervalIntegrable_of_Icc hR),
    ← intervalIntegral.integral_const_mul]
  refine intervalIntegral.integral_congr fun r _ => ?_
  have e : Real.cos (2 * k * r) = 1 - 2 * Real.sin (k * r) ^ 2 := by
    rw [mul_assoc, Real.cos_two_mul]
    linear_combination 2 * Real.sin_sq_add_cos_sq (k * r)
  simp only [wave, e]
  ring

end

end SemilocalTendsto
```

The compiler's answer:

```
Main.lean:82:6: error: Tactic `rewrite` failed: Did not find an occurrence of the pattern
  ∫ (x : ℝ) in 0..R, dV x ∂?m.166 - ∫ (x : ℝ) in 0..R, (dV * ?m.161) x ∂?m.166
in the target expression
  1 / 2 * ((∫ (r : ℝ) in 0..R, dV r) - ∫ (r : ℝ) in 0..R, dV r * Real.cos (2 * k * r)) = semilocalElement R dV (wave k)

R : ℝ
hR : 0 ≤ R
dV : ℝ → ℝ
hV : ContinuousOn dV (Set.Icc 0 R)
h2 : Tendsto (fun k => 2 * k) atTop atTop
h :
  Tendsto
    (fun x =>
      1 / 2 * ((∫ (r : ℝ) in 0..R, dV r) - ((fun k => ∫ (r : ℝ) in 0..R, dV r * Real.cos (k * r)) ∘ fun k => 2 * k) x))
    atTop (𝓝 (1 / 2 * ∫ (r : ℝ) in 0..R, dV r))
k : ℝ
⊢ 1 / 2 * ((∫ (r : ℝ) in 0..R, dV r) - ∫ (r : ℝ) in 0..R, dV r * Real.cos (2 * k * r)) = semilocalElement R dV (wave k)
```

As a diff, the version that Lean accepts:

```diff
@@ -80,6 +80,10 @@
   simp only [Function.comp_apply]
   -- sin² is one half minus an oscillation at twice the wave number
-  rw [← intervalIntegral.integral_sub (hV.intervalIntegrable_of_Icc hR)
-    ((hV.mul (Continuous.continuousOn (by fun_prop))).intervalIntegrable_of_Icc hR),
+  have hcos : ContinuousOn (fun r : ℝ => Real.cos (2 * k * r)) (Set.Icc 0 R) :=
+    Continuous.continuousOn (by fun_prop)
+  have hc : IntervalIntegrable (fun r : ℝ => dV r * Real.cos (2 * k * r))
+      MeasureTheory.volume 0 R := (hV.mul hcos).intervalIntegrable_of_Icc hR
+  unfold semilocalElement
+  rw [← intervalIntegral.integral_sub (hV.intervalIntegrable_of_Icc hR) hc,
     ← intervalIntegral.integral_const_mul]
   refine intervalIntegral.integral_congr fun r _ => ?_
```

What went wrong. The message says that the backward rewrite with `intervalIntegral.integral_sub` found no difference of integrals of the form it sought. The integrability proof built from `hV.mul` gave the second integrand as `(dV * ?m.161) x`, a product of two functions applied to a point, with the second function still unknown. The goal has `dV r * Real.cos (2 * k * r)`, a product of two real numbers. The two forms agree by definition once the cosine is put in for the unknown function, but `rw` does not unfold the multiplication of functions to find this match.

The repair first names the cosine function in `hcos`, then states in `hc` that the pointwise product is integrable. Lean accepts the proof from `hV.mul hcos` because checking it against a stated type allows the unfolding that `rw` did not do. With `hc`, the rewrite seeks the integrand as it stands in the goal.

The line `unfold semilocalElement` is mere tidying: it writes out the integral on the right, while the failed match was on the left.
